# The ordered matrix product over a chain factorises into the products over its left and right blocks

In a matrix-product description of a chain, each site carries a family of matrices labelled by its local state, and a configuration selects one matrix per site, to be multiplied in order. The theorem `word_append` states that, for a chain of `m + n` sites, this product equals the product over the first `m` sites times the product over the last `n`. The matrices are square and complex, with one finite index type shared by all sites; they may vary from site to site, and no normalisation is assumed. The attempt unfolds `word`, splits the list of matrices in two, turns the product of the joined lists into a product of products, and then tries to simplify the joined configuration on each block.

As first written in Lean, the proof fails:

```lean
import Mathlib

open Matrix
open scoped Kronecker

namespace WordAppend

noncomputable section

variable {σ ι : Type*} [Fintype ι] [DecidableEq ι]

/-- The ordered product of the site matrices selected by a configuration `s` of `N` sites;
the tensors may differ from site to site. -/
def word {N : ℕ} (B : Fin N → σ → Matrix ι ι ℂ) (s : Fin N → σ) : Matrix ι ι ℂ :=
  (List.ofFn fun k => B k (s k)).prod

/-- The matrix product of a chain is the product of its left block times that of its
right block. -/
theorem word_append {m n : ℕ} (B : Fin (m + n) → σ → Matrix ι ι ℂ)
    (s : Fin m → σ) (t : Fin n → σ) :
    word B (Fin.append s t) =
      word (fun k => B (Fin.castAdd n k)) s * word (fun k => B (Fin.natAdd m k)) t := by
  simp only [word, List.ofFn_add, List.prod_append, Fin.append_left, Fin.append_right]

end

end WordAppend
```

Messages:

```
Main.lean:22:86: error: unsolved goals
σ : Type u_1
ι : Type u_2
inst✝¹ : Fintype ι
inst✝ : DecidableEq ι
m n : ℕ
B : Fin (m + n) → σ → Matrix ι ι ℂ
s : Fin m → σ
t : Fin n → σ
⊢ (List.ofFn fun i => B (Fin.castLE ⋯ i) (Fin.append s t (Fin.castLE ⋯ i))).prod *
      (List.ofFn fun i => B (Fin.natAdd m i) (t i)).prod =
    (List.ofFn fun k => B (Fin.castAdd n k) (s k)).prod * (List.ofFn fun i => B (Fin.natAdd m i) (t i)).prod
Main.lean:23:52: warning: This simp argument is unused:
  Fin.append_left

Hint: Omit it from the simp argument list.
  [apply] simp only [word, List.ofFn_add, List.prod_append, Fin.append_right]

Note: This linter can be disabled with `set_option linter.unusedSimpArgs false`
```

Diagnosis. The unsolved goal shows that the right block has been simplified, but the left still contains `Fin.append s t (Fin.castLE ⋯ i)`. The splitting lemma `List.ofFn_add` writes the left sites with `Fin.castLE`, whereas `Fin.append_left` expects `Fin.castAdd`. The two agree by definition, but `simp only` does not unfold `Fin.castAdd` to find the match, so the lemma never fires; hence the warning that it is unused. The right sites appear as `Fin.natAdd`, just as `Fin.append_right` requires.

The repair first proves `hL`, the equality of the left-block matrix families, written with `Fin.castAdd` so that `rw [Fin.append_left]` applies. After the simplification, `congrArg` carries `hL` through the list product and the multiplication by the right block. The result still says `Fin.castAdd` where the goal says `Fin.castLE`, but `exact` accepts it because it can unfold the definition. Dropping `Fin.append_left` from the `simp only` call is mere tidying.

As a diff, the version that Lean accepts:

```diff
@@ -21,5 +21,9 @@
     word B (Fin.append s t) =
       word (fun k => B (Fin.castAdd n k)) s * word (fun k => B (Fin.natAdd m k)) t := by
-  simp only [word, List.ofFn_add, List.prod_append, Fin.append_left, Fin.append_right]
+  have hL : (fun i : Fin m => B (Fin.castAdd n i) (Fin.append s t (Fin.castAdd n i))) =
+      fun i => B (Fin.castAdd n i) (s i) := funext fun i => by rw [Fin.append_left]
+  simp only [word, List.ofFn_add, List.prod_append, Fin.append_right]
+  exact congrArg (fun F : Fin m → Matrix ι ι ℂ =>
+    (List.ofFn F).prod * (List.ofFn fun i => B (Fin.natAdd m i) (t i)).prod) hL
 
 end
```
